# The ensemble variational principle for a finite Hermitian Hamiltonian with nonincreasing weights

Take a Hamiltonian given by a finite Hermitian matrix, and give its energy levels, in increasing order and with multiplicity, nonincreasing real weights. `ensemble_variational` states that the weighted sum of these levels is a lower bound for the sum, with the same weights, of the energy expectation values of the states in any orthonormal basis. The weights need not be positive or add up to one. The proof writes each expectation value as a sum of levels weighted by squared overlaps with the eigenstates. It then has to show that these squared overlaps form a doubly stochastic matrix, so that `sum_le_sum_mixed` gives the inequality.

The failing Lean file:

```lean
import Mathlib

open Matrix

namespace EnsembleVariational

noncomputable section

variable {M : ℕ}

/-- The energy levels of a Hermitian matrix, with multiplicity, in increasing order. -/
def level {H : Matrix (Fin M) (Fin M) ℂ} (hH : H.IsHermitian) (k : Fin M) : ℝ :=
  hH.eigenvalues (Tuple.sort hH.eigenvalues k)

/-- An orthonormal basis of eigenstates, in the order of the energy levels. -/
def eigenstates {H : Matrix (Fin M) (Fin M) ℂ} (hH : H.IsHermitian) :
    OrthonormalBasis (Fin M) ℂ (EuclideanSpace ℂ (Fin M)) :=
  hH.eigenvectorBasis.reindex (Tuple.sort hH.eigenvalues).symm

/-- The real part of `⟨v, H v⟩`, which is the expectation value when `H` is Hermitian
and `v` is normalised. -/
def expect (H : Matrix (Fin M) (Fin M) ℂ) (v : EuclideanSpace ℂ (Fin M)) : ℝ :=
  (inner ℂ v (WithLp.toLp 2 (H *ᵥ v.ofLp))).re

/-- The ensemble energy: the sum of the ordered levels with weights `p`. -/
def ensembleEnergy {H : Matrix (Fin M) (Fin M) ℂ} (p : Fin M → ℝ)
    (hH : H.IsHermitian) : ℝ :=
  ∑ k, p k * level hH k

/-- For Hermitian `H`, the component of `H v` along an eigenstate is the level times the
component of `v`. -/
theorem inner_eigenstate {H : Matrix (Fin M) (Fin M) ℂ} (hH : H.IsHermitian) (j : Fin M)
    (v : EuclideanSpace ℂ (Fin M)) :
    inner ℂ (eigenstates hH j) (WithLp.toLp 2 (H *ᵥ v.ofLp)) =
      (level hH j : ℂ) * inner ℂ (eigenstates hH j) v := by
  -- the eigenvalue equation
  have h : H *ᵥ (eigenstates hH j).ofLp = (level hH j : ℂ) • (eigenstates hH j).ofLp := by
    rw [eigenstates, OrthonormalBasis.reindex_apply, Equiv.symm_symm]
    exact (hH.mulVec_eigenvectorBasis _).trans (by ext i; simp [level])
  -- its adjoint
  have hstar : star (eigenstates hH j).ofLp ᵥ* H =
      (level hH j : ℂ) • star (eigenstates hH j).ofLp := by
    have h' := congrArg star h
    rwa [Matrix.star_mulVec, hH.eq, star_smul, Complex.star_def, Complex.conj_ofReal] at h'
  rw [EuclideanSpace.inner_eq_star_dotProduct, EuclideanSpace.inner_eq_star_dotProduct,
    dotProduct_comm]
  change star (eigenstates hH j).ofLp ⬝ᵥ (H *ᵥ v.ofLp) = _
  rw [Matrix.dotProduct_mulVec, hstar, smul_dotProduct, smul_eq_mul, dotProduct_comm]

/-- For Hermitian `H`, `⟨v, H v⟩` is the sum of the levels weighted by the squared overlaps
of `v` with the eigenstates. -/
theorem expect_eq_sum {H : Matrix (Fin M) (Fin M) ℂ} (hH : H.IsHermitian)
    (v : EuclideanSpace ℂ (Fin M)) :
    expect H v = ∑ j, ‖inner ℂ (eigenstates hH j) v‖ ^ 2 * level hH j := by
  unfold expect
  rw [← (eigenstates hH).sum_inner_mul_inner v, Complex.re_sum]
  refine Finset.sum_congr rfl fun j _ => ?_
  rw [inner_eigenstate, ← inner_conj_symm v (eigenstates hH j)]
  generalize inner ℂ (eigenstates hH j) v = z
  rw [Complex.sq_norm, Complex.normSq_apply]
  simp only [Complex.mul_re, Complex.mul_im, Complex.conj_re, Complex.conj_im,
    Complex.ofReal_re, Complex.ofReal_im]
  ring

/-- Mixing increasingly ordered levels by a doubly stochastic matrix cannot lower their sum
with nonincreasing weights. -/
theorem sum_le_sum_mixed {p e : Fin M → ℝ} (hp : Antitone p) (he : Monotone e)
    {D : Matrix (Fin M) (Fin M) ℝ} (hD : D ∈ doublyStochastic ℝ (Fin M)) :
    ∑ k, p k * e k ≤ ∑ k, p k * ∑ j, D k j * e j := by
  -- Birkhoff: `D` is an average of permutations
  obtain ⟨w, hw, hw1, rfl⟩ := exists_eq_sum_perm_of_mem_doublyStochastic hD
  have hmix : ∀ k, ∑ j, (∑ σ, w σ • σ.permMatrix ℝ) k j * e j = ∑ σ, w σ * e (σ k) := by
    intro k
    simp only [Matrix.sum_apply, Finset.sum_mul]
    rw [Finset.sum_comm]
    refine Finset.sum_congr rfl fun σ _ => ?_
    simp [Equiv.Perm.permMatrix, PEquiv.toMatrix_apply, Equiv.toPEquiv_apply]
  simp only [hmix, Finset.mul_sum]
  rw [Finset.sum_comm]
  -- rearrangement inequality for each permutation
  calc ∑ k, p k * e k = ∑ σ, w σ * ∑ k, p k * e k := by
        rw [← Finset.sum_mul, hw1, one_mul]
    _ ≤ ∑ σ, w σ * ∑ k, p k * e (σ k) := Finset.sum_le_sum fun σ _ =>
        mul_le_mul_of_nonneg_left (hp.antivary he).sum_mul_le_sum_mul_comp_perm (hw σ)
    _ = ∑ σ, ∑ k, p k * (w σ * e (σ k)) := by
        refine Finset.sum_congr rfl fun σ _ => ?_
        rw [Finset.mul_sum]
        exact Finset.sum_congr rfl fun k _ => by ring

/-- Ensemble variational principle: for Hermitian `H` and nonincreasing weights, no orthonormal
basis of trial states has a weighted energy below the ensemble energy. -/
theorem ensemble_variational {H : Matrix (Fin M) (Fin M) ℂ} (hH : H.IsHermitian)
    {p : Fin M → ℝ} (hp : Antitone p)
    (φ : OrthonormalBasis (Fin M) ℂ (EuclideanSpace ℂ (Fin M))) :
    ensembleEnergy p hH ≤ ∑ k, p k * expect H (φ k) := by
  simp only [expect_eq_sum hH]
  refine sum_le_sum_mixed (D := fun k j => ‖inner ℂ (eigenstates hH j) (φ k)‖ ^ 2) hp
    (Tuple.monotone_sort hH.eigenvalues) ?_
  -- squared overlaps of two orthonormal bases are doubly stochastic
  rw [mem_doublyStochastic_iff_sum]
  refine ⟨fun k j => sq_nonneg _, fun k => ?_, fun j => ?_⟩
  · rw [(eigenstates hH).sum_sq_norm_inner_right, φ.orthonormal.1 k, one_pow]
  · rw [φ.sum_sq_norm_inner_left, (eigenstates hH).orthonormal.1 j, one_pow]

end

end EnsembleVariational
```

The compiler's answer:

```
Main.lean:100:6: error: Tactic `rewrite` failed: Did not find an occurrence of the pattern
  @Membership.mem (Matrix ?m.63 ?m.63 ?m.62) (Submonoid (Matrix ?m.63 ?m.63 ?m.62)) SetLike.instMembership
    (doublyStochastic ?m.62 ?m.63) ?m.69
in the target expression
  @Membership.mem (Matrix (Fin M) (Fin M) ℝ) (Submonoid (Matrix (Fin M) (Fin M) ℝ)) SetLike.instMembership
    (doublyStochastic ℝ (Fin M)) fun k j => ‖inner ℂ ((eigenstates hH) j) (φ k)‖ ^ 2

M : ℕ
H : Matrix (Fin M) (Fin M) ℂ
hH : H.IsHermitian
p : Fin M → ℝ
hp : Antitone p
φ : OrthonormalBasis (Fin M) ℂ (EuclideanSpace ℂ (Fin M))
⊢ (fun k j => ‖inner ℂ ((eigenstates hH) j) (φ k)‖ ^ 2) ∈ doublyStochastic ℝ (Fin M)

Note: The target expression is not type-correct under the `implicit` transparency level, which may have triggered the failure. This is usually caused by unfolding of semireducible definitions in prior tactic steps. Use `set_option linter.tacticCheckInstances true` to investigate the source of the issue.
Full error:
  Application type mismatch: The argument
    fun k j => ‖inner ℂ ((eigenstates hH) j) (φ k)‖ ^ 2
  has type
    Fin M → Fin M → ℝ
  but is expected to have type
    Matrix (Fin M) (Fin M) ℝ
  in the application
    (fun k j => ‖inner ℂ ((eigenstates hH) j) (φ k)‖ ^ 2) ∈ doublyStochastic ℝ (Fin M)
```

What went wrong. The message says that `rw` found no instance of the left side of `mem_doublyStochastic_iff_sum`, though the goal looks like one. The trouble is in the types. The matrix `D` was given as a bare `fun k j => ...`, whose type is `Fin M → Fin M → ℝ`, while the lemma speaks of a `Matrix`. The two types agree once `Matrix` is unfolded, but `rw` does not unfold it when matching, and Lean's note points to this mismatch.

The repair applies the lemma's reverse direction, `mem_doublyStochastic_iff_sum.2`, through `refine`, which may unfold `Matrix` when fitting the lemma to the goal.

The row and column sums are now proved differently too. Each identity is stated as `h`, rewritten there, and passed to `exact`, which also accepts a match up to unfolding. This way no rewriting is done in goals that come from the same bare function. Lean stopped before the old versions of these steps, so the messages don't show whether they would have failed as well.

Lean accepts the file once it reads:

```diff
@@ -98,8 +98,11 @@
     (Tuple.monotone_sort hH.eigenvalues) ?_
   -- squared overlaps of two orthonormal bases are doubly stochastic
-  rw [mem_doublyStochastic_iff_sum]
-  refine ⟨fun k j => sq_nonneg _, fun k => ?_, fun j => ?_⟩
-  · rw [(eigenstates hH).sum_sq_norm_inner_right, φ.orthonormal.1 k, one_pow]
-  · rw [φ.sum_sq_norm_inner_left, (eigenstates hH).orthonormal.1 j, one_pow]
+  refine mem_doublyStochastic_iff_sum.2 ⟨fun k j => sq_nonneg _, fun k => ?_, fun j => ?_⟩
+  · have h := (eigenstates hH).sum_sq_norm_inner_right (φ k)
+    rw [φ.orthonormal.1 k, one_pow] at h
+    exact h
+  · have h := φ.sum_sq_norm_inner_left (eigenstates hH j)
+    rw [(eigenstates hH).orthonormal.1 j, one_pow] at h
+    exact h
 
 end
```
